# Verlet positions as free flight plus weighted past accelerations

**Q:** A particle coasts, covering the same displacement in every time step, until forces begin to kick it. The Verlet recursion gives each new position from the previous two. Where in that recursion is the memory of a kick received a thousand steps ago?

**A:** In the displacements. Let x(n) be the position at step n, h the time step and a(x) the acceleration at position x. The recursion is

x(n+2) − 2x(n+1) + x(n) = h² a(x(n+1)), n ≥ 0.

With d(n) = x(n+1) − x(n), it reads d(n+1) − d(n) = h² a(x(n+1)). Summing once gives

d(n) = d(0) + h² ∑_{0<k≤n} a(x(k)).

Summing d(m) over 0 ≤ m < n gives x(n) − x(0). The kick at step k appears in d(k), …, d(n−1), which is n−k times, so

x(n) = x(0) + n(x(1) − x(0)) + h² ∑_{0<k<n} (n−k) a(x(k)).

An old kick still acts as a change of displacement repeated at every later step.

**Q:** What does the code take a "position" to be?

**A:** An element of any real vector space `V`, for instance all particle coordinates together, with the masses absorbed into `a`.

```lean
import Mathlib

open Finset

namespace SummedVerlet

noncomputable section

variable {V : Type*} [AddCommGroup V] [Module ℝ V]
```

The recursion is a property of an infinite sequence `x : ℕ → V`. The step `h` is fixed and may be any real number. The acceleration depends on position alone, so friction, explicitly time-dependent forces and constraint forces that depend on more than the current position fall outside this definition. Arithmetic is exact, without rounding. "Position Verlet" in the code means this recursion, not the drift–kick–drift scheme that also goes by that name and evaluates forces at half-step positions.

```lean
/-- The position Verlet recursion with acceleration map `a` and time step `h`. -/
def IsVerlet (a : V → V) (h : ℝ) (x : ℕ → V) : Prop :=
  ∀ n : ℕ, x (n + 2) - (2 : ℝ) • x (n + 1) + x n = h ^ 2 • a (x (n + 1))
```

For general kicks f(k), write S(n) for the weighted sum, called `kickSum f n`. `Ico 1 n` is the range 1 ≤ k < n.

```lean
/-- The sum of the kicks `f k` at the steps `0 < k < n`, each weighted by the number
`n - k` of steps elapsed since it acted. -/
def kickSum (f : ℕ → V) (n : ℕ) : V :=
  ∑ k ∈ Ico 1 n, ((n : ℝ) - k) • f k
```

**Q:** You derived one direction. Does the summed formula give back the recursion?

**A:** Yes, by taking differences. Including the term k = n in S(n) changes nothing, since its weight is zero. Each weight then grows by one in the next step:

S(n+1) = S(n) + ∑_{0<k≤n} f(k).

The Lean proof adds the same zero term and compares the sums term by term.

```lean
/-- Advancing from step `n` to step `n + 1` adds each kick `f k` with `0 < k ≤ n` once. -/
theorem kickSum_succ (f : ℕ → V) (n : ℕ) :
    kickSum f (n + 1) = kickSum f n + ∑ k ∈ Ico 1 (n + 1), f k := by
  -- the term `k = n` has weight zero and may be included
  have hz : kickSum f n = ∑ k ∈ Ico 1 (n + 1), ((n : ℝ) - k) • f k := by
    unfold kickSum
    rcases n with _ | m
    · simp
    · rw [Finset.sum_Ico_succ_top (by omega : 1 ≤ m + 1)]
      simp
  rw [hz, ← Finset.sum_add_distrib]
  unfold kickSum
  apply Finset.sum_congr rfl
  intro k _
  push_cast
  module
```

Subtracting two consecutive such equations leaves only the newest kick:

S(n+2) − 2S(n+1) + S(n) = f(n+1).

```lean
/-- The second difference of the weighted kick sum is the latest kick. -/
theorem kickSum_second_difference (f : ℕ → V) (n : ℕ) :
    kickSum f (n + 2) - (2 : ℝ) • kickSum f (n + 1) + kickSum f n = f (n + 1) := by
  have h1 : kickSum f (n + 2) = kickSum f (n + 1) + ∑ k ∈ Ico 1 (n + 2), f k :=
    kickSum_succ f (n + 1)
  have h2 := kickSum_succ f n
  have h3 : ∑ k ∈ Ico 1 (n + 2), f k = ∑ k ∈ Ico 1 (n + 1), f k + f (n + 1) :=
    Finset.sum_Ico_succ_top (by omega) f
  rw [h1, h3, h2]
  module
```

Free flight, x(0) + n(x(1) − x(0)), has zero second difference, so free flight plus S has second difference f(n+1). That is the converse.

For the forward direction, Lean replaces my double sum by induction on two neighbouring positions. If the formula holds at n and n+1, insert it into

x(n+2) = 2x(n+1) − x(n) + f(n+1).

The free-flight parts combine to free flight at n+2, and 2S(n+1) − S(n) + f(n+1) is S(n+2). The `linear_combination` lines carry out this algebra.

```lean
/-- A sequence of positions has the kicks `f` as its second differences exactly when it is
free flight plus the weighted kick sum. -/
theorem second_difference_iff (x f : ℕ → V) :
    (∀ n : ℕ, x (n + 2) - (2 : ℝ) • x (n + 1) + x n = f (n + 1)) ↔
      ∀ n : ℕ, 1 ≤ n → x n = x 0 + (n : ℝ) • (x 1 - x 0) + kickSum f n := by
  constructor
  · intro h
    -- induction on two consecutive positions
    have both : ∀ n : ℕ, x n = x 0 + (n : ℝ) • (x 1 - x 0) + kickSum f n ∧
        x (n + 1) = x 0 + ((n + 1 : ℕ) : ℝ) • (x 1 - x 0) + kickSum f (n + 1) := by
      intro n
      induction n with
      | zero => constructor <;> simp [kickSum]
      | succ n ih =>
        have i1 := ih.1
        have i2 := ih.2
        have e := h n
        have d := kickSum_second_difference f n
        push_cast at i2
        have key : x (n + 2) =
            x 0 + ((n : ℝ) + 2) • (x 1 - x 0) + kickSum f (n + 2) := by
          linear_combination (norm := module) e - d + (2 : ℝ) • i2 - i1
        refine ⟨ih.2, ?_⟩
        have c : ((n + 1 + 1 : ℕ) : ℝ) = (n : ℝ) + 2 := by
          push_cast
          ring
        rw [c]
        exact key
    exact fun n _ => (both n).1
  · intro h n
    have g : ∀ m : ℕ, x m = x 0 + (m : ℝ) • (x 1 - x 0) + kickSum f m := by
      intro m
      rcases Nat.eq_zero_or_pos m with rfl | hm
      · simp [kickSum]
      · exact h m hm
    -- free flight has no second difference
    have g0 := g n
    have g1 := g (n + 1)
    have g2 := g (n + 2)
    have d := kickSum_second_difference f n
    push_cast at g1 g2
    linear_combination (norm := module) g2 - (2 : ℝ) • g1 + g0 + d
```

**Q:** But with f(k) = h² a(x(k)), the trajectory stands on both sides. Isn't that circular?

**A:** From n = 2 on, only positions with k < n enter on the right, so the formula is explicit. At n = 1 the sum is empty and it says x(1) = x(1). At n = 2 it is the first Verlet step, x(2) = 2x(1) − x(0) + h² a(x(1)). The theorem makes the substitution and pulls h² out of the sum.

```lean
/-- **Summed Verlet form.** A sequence obeys the Verlet recursion exactly when each position is free
flight plus `h ^ 2` times the sum of the accelerations at the steps `0 < k < n`, each weighted by `n
- k`. -/
theorem isVerlet_iff_summed (a : V → V) (h : ℝ) (x : ℕ → V) :
    IsVerlet a h x ↔ ∀ n : ℕ, 1 ≤ n →
      x n = x 0 + (n : ℝ) • (x 1 - x 0)
        + h ^ 2 • ∑ k ∈ Ico 1 n, ((n : ℝ) - k) • a (x k) := by
  have s : ∀ n : ℕ, kickSum (fun k => h ^ 2 • a (x k)) n =
      h ^ 2 • ∑ k ∈ Ico 1 n, ((n : ℝ) - k) • a (x k) := by
    intro n
    unfold kickSum
    rw [Finset.smul_sum]
    apply Finset.sum_congr rfl
    intro k _
    exact smul_comm _ _ _
  have key := second_difference_iff x (fun k => h ^ 2 • a (x k))
  simp only [s] at key
  exact key
```

The once-summed form follows by induction, adding one recursion equation each time. For h ≠ 0, dividing it by h gives the leapfrog half-step velocity used in simulations with position-dependent forces and a fixed step.

```lean
/-- Along a Verlet trajectory, each displacement is the first displacement plus `h ^ 2` times
the sum of the accelerations met since. -/
theorem displacement_eq_sum {a : V → V} {h : ℝ} {x : ℕ → V} (hx : IsVerlet a h x) (n : ℕ) :
    x (n + 1) - x n = (x 1 - x 0) + h ^ 2 • ∑ k ∈ Ico 1 (n + 1), a (x k) := by
  induction n with
  | zero => simp
  | succ n ih =>
    have e : x (n + 1 + 1) - (2 : ℝ) • x (n + 1) + x n = h ^ 2 • a (x (n + 1)) := hx n
    rw [Finset.sum_Ico_succ_top (by omega : 1 ≤ n + 1), smul_add]
    linear_combination (norm := module) ih + e
```

**Q:** Does it reproduce a falling stone?

**A:** For that we need the total weight, n(n−1)/2. Induction gives it, because n(n−1)/2 + n = (n+1)n/2.

```lean
/-- The weights `n - k` over `0 < k < n` add up to `n (n - 1) / 2`. -/
theorem sum_weights (n : ℕ) :
    ∑ k ∈ Ico 1 n, ((n : ℝ) - k) = (n : ℝ) * (n - 1) / 2 := by
  have key : kickSum (fun _ => (1 : ℝ)) n = (n : ℝ) * (n - 1) / 2 := by
    induction n with
    | zero => simp [kickSum]
    | succ m ih =>
      rw [kickSum_succ, ih]
      simp only [Finset.sum_const, Nat.card_Ico, Nat.add_sub_cancel, nsmul_eq_mul, mul_one]
      push_cast
      ring
  simp only [kickSum, smul_eq_mul, mul_one] at key
  exact key
```

Take uniform acceleration g, initial velocity v and x(1) = x(0) + hv + h²g/2. Then

x(n) = x(0) + n(hv + h²g/2) + h²g n(n−1)/2 = x(0) + nhv + (nh)²g/2,

which is the exact parabola at time nh.

```lean
/-- For uniform acceleration `g` and a first step taken from the exact motion with initial
velocity `v`, every Verlet position lies on the exact parabola at time `n h`. -/
theorem uniform_acceleration_exact {g v : V} {h : ℝ} {x : ℕ → V}
    (hx : IsVerlet (fun _ => g) h x)
    (h1 : x 1 = x 0 + h • v + (h ^ 2 / 2) • g) (n : ℕ) :
    x n = x 0 + ((n : ℝ) * h) • v + (((n : ℝ) * h) ^ 2 / 2) • g := by
  rcases Nat.eq_zero_or_pos n with rfl | hn
  · simp
  · have e : x n = x 0 + (n : ℝ) • (x 1 - x 0)
        + h ^ 2 • ∑ k ∈ Ico 1 n, ((n : ℝ) - k) • g :=
      (isVerlet_iff_summed (fun _ => g) h x).1 hx n hn
    rw [e, ← Finset.sum_smul, sum_weights, h1]
    module
```

**Q:** Does the starting step matter that much?

**A:** Yes. On the line, take x(0) = 0, v = 0, g = h = 1, but start with x(1) = x(0) + hv = 0. Verlet gives x(2) = 1, while the exact position is 2.

**Q:** And if the force isn't uniform?

**A:** With a norm on the space, and accelerations bounded by A at the steps 0 < k < n, the triangle inequality bounds the weighted sum by A n(n−1)/2. Multiplying by h² bounds the distance from the free flight x(0) + n(x(1) − x(0)), which repeats the first displacement. That is in general not flight at the initial velocity v: for the stone, x(1) already contains h²g/2 from the acceleration during the first step. Nor is the bound an estimate of the error against the true continuous motion.

```lean
/-- If the accelerations at the steps `0 < k < n` are bounded in norm by `A`, the Verlet position at
step `n` is within `h ^ 2 A n (n - 1) / 2` of free flight. -/
theorem free_flight_deviation {W : Type*} [NormedAddCommGroup W] [NormedSpace ℝ W]
    {a : W → W} {h A : ℝ} {x : ℕ → W} (hx : IsVerlet a h x) (n : ℕ)
    (hA : ∀ k : ℕ, 1 ≤ k → k < n → ‖a (x k)‖ ≤ A) :
    ‖x n - (x 0 + (n : ℝ) • (x 1 - x 0))‖ ≤ h ^ 2 * A * ((n : ℝ) * (n - 1) / 2) := by
  rcases Nat.eq_zero_or_pos n with rfl | hn
  · simp
  · have e : x n - (x 0 + (n : ℝ) • (x 1 - x 0)) =
        h ^ 2 • ∑ k ∈ Ico 1 n, ((n : ℝ) - k) • a (x k) := by
      linear_combination (norm := module) (isVerlet_iff_summed a h x).1 hx n hn
    -- triangle inequality, kick by kick
    have b : ‖∑ k ∈ Ico 1 n, ((n : ℝ) - k) • a (x k)‖ ≤
        ∑ k ∈ Ico 1 n, ((n : ℝ) - k) * A := by
      refine norm_sum_le_of_le _ ?_
      intro k hk
      rw [Finset.mem_Ico] at hk
      have hw : (0 : ℝ) ≤ (n : ℝ) - k := sub_nonneg.2 (by exact_mod_cast hk.2.le)
      rw [norm_smul, Real.norm_of_nonneg hw]
      exact mul_le_mul_of_nonneg_left (hA k hk.1 hk.2) hw
    rw [← Finset.sum_mul, sum_weights] at b
    rw [e, norm_smul, Real.norm_of_nonneg (sq_nonneg h)]
    have c := mul_le_mul_of_nonneg_left b (sq_nonneg h)
    linarith

end

end SummedVerlet
```

```lean
#print axioms SummedVerlet.displacement_eq_sum
#print axioms SummedVerlet.uniform_acceleration_exact
#print axioms SummedVerlet.free_flight_deviation
```

```
'SummedVerlet.displacement_eq_sum' depends on axioms: [propext, Classical.choice, Quot.sound]
'SummedVerlet.uniform_acceleration_exact' depends on axioms: [propext, Classical.choice, Quot.sound]
'SummedVerlet.free_flight_deviation' depends on axioms: [propext, Classical.choice, Quot.sound]
```
